# Ring-CCD with n excitations has at most $\binom{2n}{n}$ solutions if its 2n RPA eigenvalues are distinct

An iterative solver for the ring coupled-cluster doubles (ring-CCD) equation returns one amplitude matrix, and another starting guess may return a different one. A list collected in this way does not by itself show whether it is complete, and the solutions need not even be isolated. When the eigenvalues of the associated random-phase approximation (RPA) matrix are all distinct, there are at most $\binom{2n}{n}$ solutions, and this bound follows from counting sets of eigenvalues.

```lean
import Mathlib

open Matrix (fromBlocks)
open Polynomial (aeval)

namespace RingCCDCounting

variable {n : ℕ}
```

## The RPA matrix and the amplitude equation

Let $n$ be the number of particle-hole excitations in a finite basis. The $n\times n$ matrix $A$ couples excitations to excitations, and $B$ couples them to de-excitations. In real orbitals the RPA eigenvalues are those of

$$M=\begin{pmatrix}A&B\\-B&-A\end{pmatrix}.$$

In Lean, `Fin n` labels the excitations and `Fin n ⊕ Fin n` labels both blocks. The entries may be complex, but the lower row carries no complex conjugation, so the RPA matrix for complex orbitals does not have this form in general.

```lean
/-- The RPA matrix `[[A, B], [-B, -A]]`. -/
def rpaMatrix (A B : Matrix (Fin n) (Fin n) ℂ) :
    Matrix (Fin n ⊕ Fin n) (Fin n ⊕ Fin n) ℂ :=
  fromBlocks A B (-B) (-A)
```

The doubles amplitudes form an $n\times n$ matrix $T$, with one excitation as row index and one as column index. They satisfy

$$B+AT+TA+TBT=0.$$

The predicate `IsRingCCD A B T` says just this. No symmetry is imposed on $T$, so solutions without the symmetry expected of physical amplitudes are counted too.

```lean
/-- `T` solves the ring-CCD amplitude equation `B + AT + TA + TBT = 0`. -/
def IsRingCCD (A B T : Matrix (Fin n) (Fin n) ℂ) : Prop :=
  B + A * T + T * A + T * B * T = 0
```

## Each solution splits the spectrum

A number $t$ is an eigenvalue of a matrix $N$ when $t\mathbf 1-N$ is not invertible, that is, when $\chi_N(t)=\det(t\mathbf 1-N)=0$. The spectrum is therefore the set of roots of $\chi_N$, without multiplicities.

```lean
/-- The spectrum of a complex matrix is the set of roots of its characteristic polynomial. -/
theorem spectrum_eq_roots {ι : Type*} [Fintype ι] [DecidableEq ι] (N : Matrix ι ι ℂ) :
    spectrum ℂ N = (N.charpoly.roots.toFinset : Set ℂ) := by
  ext t
  have e : (algebraMap ℂ (Matrix ι ι ℂ) t - N).det = N.charpoly.eval t :=
    (Matrix.eval_charpoly N t).symm
  rw [spectrum.mem_iff, Matrix.isUnit_iff_isUnit_det, isUnit_iff_ne_zero, not_not, e,
    Finset.mem_coe, Multiset.mem_toFinset, Polynomial.mem_roots N.charpoly_monic.ne_zero,
    Polynomial.IsRoot.def]
```

Given a solution $T$, change basis with $U=\begin{pmatrix}1&0\\T&1\end{pmatrix}$, whose inverse has $-T$ in place of $T$. Multiplying out,

$$U^{-1}MU=\begin{pmatrix}A+BT&B\\-(B+AT+TA+TBT)&-(A+TB)\end{pmatrix}.$$

The lower left block vanishes by the amplitude equation, hence

$$\chi_M=\chi_{A+BT}\,\chi_{-(A+TB)}.$$

In the proof, `hU` is the block computation, with `noncomm_ring` expanding the products without commuting matrices. `Matrix.charpoly_mul_comm` then removes the change of basis.

```lean
/-- A ring-CCD solution `T` splits the characteristic polynomial of the RPA matrix into
those of `A + BT` and `-(A + TB)`. -/
theorem charpoly_factor {A B T : Matrix (Fin n) (Fin n) ℂ} (h : IsRingCCD A B T) :
    (rpaMatrix A B).charpoly = (A + B * T).charpoly * (-(A + T * B)).charpoly := by
  have hPQ : fromBlocks 1 0 T 1 * fromBlocks 1 0 (-T) 1 =
      (1 : Matrix (Fin n ⊕ Fin n) (Fin n ⊕ Fin n) ℂ) := by
    simp [Matrix.fromBlocks_multiply]
  -- the change of basis by `T` makes the RPA matrix block triangular
  have hU : fromBlocks 1 0 (-T) 1 * (rpaMatrix A B * fromBlocks 1 0 T 1) =
      fromBlocks (A + B * T) B 0 (-(A + T * B)) := by
    unfold IsRingCCD at h
    rw [rpaMatrix, Matrix.fromBlocks_multiply, Matrix.fromBlocks_multiply, Matrix.fromBlocks_inj]
    refine ⟨by noncomm_ring, by noncomm_ring, ?_, by noncomm_ring⟩
    linear_combination (norm := noncomm_ring) -h
  rw [← Matrix.charpoly_fromBlocks_zero₂₁ (A + B * T) B, ← hU, Matrix.charpoly_mul_comm,
    mul_assoc, hPQ, mul_one]
```

## Comparing two solutions

Let $T_1$ and $T_2$ both solve the equation. Expanding, and cancelling $T_1BT_2$,

$$\begin{aligned}&(T_1-T_2)(A+BT_2)+(A+T_1B)(T_1-T_2)\\&\quad=(AT_1+T_1A+T_1BT_1)-(AT_2+T_2A+T_2BT_2)\\&\quad=-B+B=0.\end{aligned}$$

This is a homogeneous Sylvester equation for the difference. Lean obtains it by subtracting the two hypotheses, `h₁ - h₂`.

```lean
/-- The difference of two ring-CCD solutions obeys a homogeneous Sylvester equation. -/
theorem sylvester_difference {A B T₁ T₂ : Matrix (Fin n) (Fin n) ℂ}
    (h₁ : IsRingCCD A B T₁) (h₂ : IsRingCCD A B T₂) :
    (T₁ - T₂) * (A + B * T₂) = -(A + T₁ * B) * (T₁ - T₂) := by
  unfold IsRingCCD at h₁ h₂
  linear_combination (norm := noncomm_ring) h₁ - h₂
```

Write $D=T_1-T_2$, $K=A+BT_2$ and $N=-(A+T_1B)$, so that $DK=ND$. Repeated use gives $DK^k=N^kD$ for every power $k$, and by linearity $D\,p(K)=p(N)\,D$ for every polynomial $p$. The induction treats sums and monomials separately; `aeval K p` is $p(K)$.

```lean
/-- If `DK = ND`, then `D p(K) = p(N) D` for every polynomial `p`. -/
theorem intertwine {D K N : Matrix (Fin n) (Fin n) ℂ} (h : D * K = N * D)
    (p : Polynomial ℂ) : D * aeval K p = aeval N p * D := by
  induction p using Polynomial.induction_on' with
  | add p q hp hq => rw [map_add, map_add, mul_add, add_mul, hp, hq]
  | monomial k a =>
    have hs : SemiconjBy D K N := h
    have hk : D * K ^ k = N ^ k * D := (hs.pow_right k).eq
    rw [Polynomial.aeval_monomial, Polynomial.aeval_monomial, ← mul_assoc,
      ← Algebra.commutes a D, mul_assoc, hk, mul_assoc]
```

The characteristic polynomial of $M$ has degree $2n$. If $M$ has $2n$ distinct eigenvalues, each root is simple, which over $\mathbb C$ is what `Separable` expresses. Physically, the condition excludes degenerate excitation energies, such as those enforced by spatial symmetry. It also fails for a closed-shell reference when all spin-orbital excitations are kept, because the three components of a triplet then have equal energies. Zero modes are excluded too, because the eigenvalues come in pairs $\pm\omega$.

```lean
/-- If the RPA matrix has `2n` distinct eigenvalues, its characteristic polynomial is
separable. -/
theorem separable_of_distinct {A B : Matrix (Fin n) (Fin n) ℂ}
    (hM : (spectrum ℂ (rpaMatrix A B)).ncard = 2 * n) :
    (rpaMatrix A B).charpoly.Separable := by
  rw [← Polynomial.nodup_roots_iff_of_splits (Matrix.charpoly_monic _).ne_zero
    (IsAlgClosed.splits _), ← Multiset.toFinset_card_eq_card_iff_nodup,
    Polynomial.splits_iff_card_roots.mp (IsAlgClosed.splits _),
    Matrix.charpoly_natDegree_eq_dim, ← Set.ncard_coe_finset, ← spectrum_eq_roots, hM]
  simp [two_mul]
```

Suppose now that $A+BT_1$ and $A+BT_2$ have the same spectrum. Their roots are simple, so they share one characteristic polynomial $p$. By Cayley–Hamilton $p(K)=0$, and therefore

$$p(N)\,D=D\,p(K)=0.$$

Let $q=\chi_N$. Since $\chi_M=pq$ has simple roots, $p$ and $q$ are coprime, and there are polynomials $u,v$ with $up+vq=1$. Evaluating at $N$, where $q(N)=0$, gives $u(N)p(N)=\mathbf 1$. Then

$$D=u(N)\,p(N)\,D=0,$$

so $T_1=T_2$. In Lean, `hp` is the equality of characteristic polynomials, `h0` is $0=p(N)D$, and `h1` is the evaluated coprimality relation.

```lean
/-- If the RPA matrix has `2n` distinct eigenvalues, two ring-CCD solutions for which
`A + BT` has the same spectrum are equal. -/
theorem eq_of_same_spectrum {A B T₁ T₂ : Matrix (Fin n) (Fin n) ℂ}
    (hM : (spectrum ℂ (rpaMatrix A B)).ncard = 2 * n)
    (h₁ : IsRingCCD A B T₁) (h₂ : IsRingCCD A B T₂)
    (hs : spectrum ℂ (A + B * T₁) = spectrum ℂ (A + B * T₂)) : T₁ = T₂ := by
  have s₁ := separable_of_distinct hM
  have s₂ := s₁
  rw [charpoly_factor h₁] at s₁
  rw [charpoly_factor h₂] at s₂
  -- simple roots: equal spectra give equal characteristic polynomials
  rw [spectrum_eq_roots, spectrum_eq_roots] at hs
  have hr := congrArg Finset.val (Finset.coe_injective hs)
  rw [Multiset.toFinset_val, Multiset.toFinset_val,
    (Polynomial.nodup_roots s₁.of_mul_left).dedup,
    (Polynomial.nodup_roots s₂.of_mul_left).dedup] at hr
  have hprod (N : Matrix (Fin n) (Fin n) ℂ) :=
    Polynomial.prod_multiset_X_sub_C_of_monic_of_roots_card_eq N.charpoly_monic
      (Polynomial.splits_iff_card_roots.mp (IsAlgClosed.splits _))
  have hp : (A + B * T₁).charpoly = (A + B * T₂).charpoly := by
    have e := hprod (A + B * T₁)
    rw [hr] at e
    exact e.symm.trans (hprod (A + B * T₂))
  -- Cayley-Hamilton on both sides of the Sylvester equation
  have h0 := intertwine (sylvester_difference h₁ h₂) (A + B * T₂).charpoly
  rw [Matrix.aeval_self_charpoly, mul_zero, ← hp] at h0
  obtain ⟨u, v, huv⟩ := s₁.isCoprime
  have h1 := congrArg (aeval (-(A + T₁ * B))) huv
  rw [map_add, map_mul, map_mul, Matrix.aeval_self_charpoly, mul_zero, add_zero, map_one] at h1
  have hD : T₁ - T₂ = 0 := by
    rw [← one_mul (T₁ - T₂), ← h1, mul_assoc, ← h0, mul_zero]
  exact sub_eq_zero.mp hD
```

## Counting the sets of eigenvalues

A solution $T$ selects the $n$ eigenvalues of $A+BT$ from the $2n$ eigenvalues of $M$. Different solutions select different sets, and there are $\binom{2n}{n}$ sets to choose from.

The theorem `ringCCD_count` takes complex $A,B$ whose $M$ has a spectrum of cardinality $2n$. It concludes that the set of all complex solutions is finite and has at most $\binom{2n}{n}$ members. Finiteness is stated separately because `ncard` assigns 0 to an infinite set. In the proof, `f` is the selection, `hf` shows that it lands among the $n$-element subsets, and `hinj` shows that it is injective.

```lean
/-- If the RPA matrix has `2n` distinct eigenvalues, the ring-CCD equation has finitely many
complex solutions, at most `binomial(2n, n)`. -/
theorem ringCCD_count {A B : Matrix (Fin n) (Fin n) ℂ}
    (hM : (spectrum ℂ (rpaMatrix A B)).ncard = 2 * n) :
    {T | IsRingCCD A B T}.Finite ∧ {T | IsRingCCD A B T}.ncard ≤ (2 * n).choose n := by
  let f : Matrix (Fin n) (Fin n) ℂ → Finset ℂ := fun T => (A + B * T).charpoly.roots.toFinset
  let F := Finset.powersetCard n (rpaMatrix A B).charpoly.roots.toFinset
  -- each solution selects `n` of the `2n` eigenvalues
  have hf : ∀ T ∈ {T | IsRingCCD A B T}, f T ∈ (F : Set (Finset ℂ)) := by
    intro T hT
    have s := separable_of_distinct hM
    rw [charpoly_factor hT] at s
    refine Finset.mem_coe.mpr (Finset.mem_powersetCard.mpr ⟨fun t ht => ?_, ?_⟩)
    · exact Multiset.mem_toFinset.mpr (Multiset.mem_of_le
        (Polynomial.roots.le_of_dvd (Matrix.charpoly_monic _).ne_zero
          ⟨_, charpoly_factor hT⟩) (Multiset.mem_toFinset.mp ht))
    · rw [Multiset.toFinset_card_of_nodup (Polynomial.nodup_roots s.of_mul_left),
        Polynomial.splits_iff_card_roots.mp (IsAlgClosed.splits _),
        Matrix.charpoly_natDegree_eq_dim, Fintype.card_fin]
  -- and different solutions select different subsets
  have hinj : Set.InjOn f {T | IsRingCCD A B T} := by
    intro T₁ h₁ T₂ h₂ h
    refine eq_of_same_spectrum hM h₁ h₂ ?_
    rw [spectrum_eq_roots, spectrum_eq_roots]
    exact congrArg _ h
  refine ⟨Set.Finite.of_injOn hf hinj F.finite_toSet, ?_⟩
  have hle := Set.ncard_le_ncard_of_injOn f hf hinj F.finite_toSet
  rw [spectrum_eq_roots, Set.ncard_coe_finset] at hM
  rwa [Set.ncard_coe_finset, Finset.card_powersetCard, hM] at hle
```

For a finite-basis ring-CCD calculation in real orbitals with distinct RPA eigenvalues, this bounds how many amplitude matrices a solver could converge to. It does not say which one a given iteration reaches. Nor must every selection yield a solution: for $n=1$, $B=0$ and $A\ne0$, only $T=0$ solves the equation, although the bound is 2.

With repeated eigenvalues, finiteness can fail. Take $n=2$, $A=5\cdot\mathbf 1$ and $B=4\cdot\mathbf 1$, two identical uncoupled excitations. The eigenvalues of $M$ are $3$ and $-3$, each twice, and the amplitude equation becomes $2(2T+\mathbf 1)(T+2\cdot\mathbf 1)=0$. It is solved by

$$T=\begin{pmatrix}-\tfrac12&x\\0&-2\end{pmatrix}\quad\text{for every }x\in\mathbb C.$$

A diagonalisable $M$ with real, non-zero eigenvalues is thus not enough for finiteness.

## Six solutions for two excitations

For $n=2$ the bound is 6, and it is reached by

$$A=\begin{pmatrix}4&1\\1&5\end{pmatrix},\qquad B=\begin{pmatrix}-2&-3\\-3&1\end{pmatrix}.$$

The set `S` lists six different matrices, four symmetric and two not, and `hS` checks the equation for each, entry by entry. For the first, $T=\begin{pmatrix}1&2\\2&3\end{pmatrix}$,

$$A+BT=\begin{pmatrix}-4&-12\\0&2\end{pmatrix},\qquad -(A+TB)=\begin{pmatrix}4&0\\12&-2\end{pmatrix}.$$

By the factorisation, $M$ has the four distinct eigenvalues $\pm2,\pm4$. The general bound therefore applies and rules out a seventh solution. The theorem `ringCCD_count_sharp` states both counts, four eigenvalues and exactly six solutions, for this pair of matrices.

```lean
/-- The bound is attained for `n = 2`: for these real symmetric `A` and `B` the RPA matrix has
four distinct eigenvalues and the ring-CCD equation has exactly six solutions. -/
theorem ringCCD_count_sharp :
    (spectrum ℂ (rpaMatrix !![4, 1; 1, 5] !![-2, -3; -3, 1])).ncard = 4 ∧
    {T | IsRingCCD !![4, 1; 1, 5] !![-2, -3; -3, 1] T}.ncard = 6 := by
  let S : Finset (Matrix (Fin 2) (Fin 2) ℂ) :=
    {!![1, 2; 2, 3], !![-3, 2; 2, -1], !![1, 2; 2, -1], !![1/5, 2/5; 2/5, -1/5],
      !![1, 2; 0, -1], !![1, 0; 2, -1]}
  have hS : ∀ T ∈ S, IsRingCCD !![4, 1; 1, 5] !![-2, -3; -3, 1] T := by
    intro T hT
    simp only [S, Finset.mem_insert, Finset.mem_singleton] at hT
    unfold IsRingCCD
    rcases hT with rfl | rfl | rfl | rfl | rfl | rfl <;> ext i j <;> fin_cases i <;>
      fin_cases j <;> norm_num [Matrix.mul_apply, Fin.sum_univ_two]
  have hcard : S.card = 6 := by
    simp only [S]
    rw [Finset.card_insert_of_notMem, Finset.card_insert_of_notMem,
      Finset.card_insert_of_notMem, Finset.card_insert_of_notMem,
      Finset.card_insert_of_notMem, Finset.card_singleton]
    all_goals norm_num [← Matrix.ext_iff, Fin.forall_fin_two]
  -- one solution suffices to read off the spectrum
  have hK : (!![4, 1; 1, 5] + !![-2, -3; -3, 1] * !![1, 2; 2, 3] : Matrix (Fin 2) (Fin 2) ℂ)
      = !![-4, -12; 0, 2] := by
    ext i j
    fin_cases i <;> fin_cases j <;> norm_num [Matrix.mul_apply, Fin.sum_univ_two]
  have hN : (-(!![4, 1; 1, 5] + !![1, 2; 2, 3] * !![-2, -3; -3, 1]) :
      Matrix (Fin 2) (Fin 2) ℂ) = !![4, 0; 12, -2] := by
    ext i j
    fin_cases i <;> fin_cases j <;> norm_num [Matrix.mul_apply, Fin.sum_univ_two]
  have hev (t : ℂ) : (rpaMatrix !![4, 1; 1, 5] !![-2, -3; -3, 1]).charpoly.eval t =
      (t + 4) * (t - 2) * (t - 4) * (t + 2) := by
    rw [charpoly_factor (hS !![1, 2; 2, 3] (by simp [S])), hK, hN, Matrix.charpoly_fin_two,
      Matrix.charpoly_fin_two, Matrix.trace_fin_two_of, Matrix.trace_fin_two_of,
      Matrix.det_fin_two_of, Matrix.det_fin_two_of]
    simp only [Polynomial.eval_mul, Polynomial.eval_add, Polynomial.eval_sub,
      Polynomial.eval_pow, Polynomial.eval_X, Polynomial.eval_C]
    ring
  have hspec : (spectrum ℂ (rpaMatrix !![4, 1; 1, 5] !![-2, -3; -3, 1])).ncard = 4 := by
    have e : (rpaMatrix !![4, 1; 1, 5] !![-2, -3; -3, 1]).charpoly.roots.toFinset =
        ({-4, 2, 4, -2} : Finset ℂ) := by
      ext t
      rw [Multiset.mem_toFinset, Polynomial.mem_roots (Matrix.charpoly_monic _).ne_zero,
        Polynomial.IsRoot.def, hev]
      simp only [mul_eq_zero, sub_eq_zero, add_eq_zero_iff_eq_neg, or_assoc,
        Finset.mem_insert, Finset.mem_singleton]
    rw [spectrum_eq_roots, Set.ncard_coe_finset, e, Finset.card_insert_of_notMem,
      Finset.card_insert_of_notMem, Finset.card_insert_of_notMem, Finset.card_singleton]
    all_goals norm_num
  obtain ⟨hfin, hle⟩ := ringCCD_count (n := 2) hspec
  have hge := Set.ncard_le_ncard (s := (S : Set (Matrix (Fin 2) (Fin 2) ℂ))) hS hfin
  rw [Set.ncard_coe_finset, hcard] at hge
  have hc : (2 * 2).choose 2 = 6 := by decide
  exact ⟨hspec, le_antisymm (hle.trans hc.le) hge⟩

end RingCCDCounting
```

```lean
#print axioms RingCCDCounting.ringCCD_count
-- 'RingCCDCounting.ringCCD_count' depends on axioms: [propext, Classical.choice, Quot.sound]
#print axioms RingCCDCounting.ringCCD_count_sharp
-- 'RingCCDCounting.ringCCD_count_sharp' depends on axioms: [propext, Classical.choice, Quot.sound]
```
